# The determinant of the exponential of a diagonalisable matrix is the exponential of its trace

For an invertible complex matrix U and a diagonal matrix D with complex entries, both of the same finite size, the lemma states that det exp(UDU⁻¹) = exp(tr(UDU⁻¹)). U need not be unitary, nor the entries of D real. In physics, taking UDU⁻¹ = −iHt/ħ, with H a time-independent Hamiltonian on a finite-dimensional state space, gives the determinant of the propagator as exp(−it tr H/ħ). The attempt removes the change of basis from both sides, turns the determinant into a product and the exponential of the trace into another, and compares the two factor by factor.

An attempt in Lean 4 with a fault in it:

```lean
import Mathlib

open Matrix

namespace PropagatorDeterminant

noncomputable section

variable {n : Type*} [Fintype n] [DecidableEq n]

/-- The exponential of a finite family of complex numbers is taken entry by entry. -/
theorem exp_family_apply {m : Type*} [Fintype m] (d : m → ℂ) (i : m) :
    NormedSpace.exp d i = Complex.exp (d i) := by
  rw [Complex.exp_eq_exp_ℂ]
  exact NormedSpace.map_exp (Pi.evalRingHom (fun _ : m => ℂ) i) (continuous_apply i) d

/-- For a diagonalised matrix, the determinant of the exponential is the exponential
of the trace. -/
theorem det_exp_conj_diagonal {U : Matrix n n ℂ} (hU : IsUnit U) (d : n → ℂ) :
    (NormedSpace.exp (U * diagonal d * U⁻¹)).det
      = Complex.exp (U * diagonal d * U⁻¹).trace := by
  have hdet : IsUnit U.det := (Matrix.isUnit_iff_isUnit_det U).1 hU
  -- both the determinant and the trace are blind to the change of basis
  rw [Matrix.exp_conj _ _ hU, Matrix.det_conj hU, Matrix.exp_diagonal, Matrix.det_diagonal,
    Matrix.trace_mul_cycle, Matrix.nonsing_inv_mul _ hdet, one_mul, Matrix.trace_diagonal,
    Complex.exp_sum]
  refine Finset.prod_congr rfl fun i _ => ?_
  rw [Pi.exp_apply, Complex.exp_eq_exp_ℂ]

end

end PropagatorDeterminant
```

Messages:

```
Main.lean:28:6: error(lean.unknownIdentifier): Unknown identifier `Pi.exp_apply`
Main.lean:21:52: error: unsolved goals
n : Type u_1
inst✝¹ : Fintype n
inst✝ : DecidableEq n
U : Matrix n n ℂ
hU : IsUnit U
d : n → ℂ
hdet : IsUnit U.det
i : n
x✝ : i ∈ Finset.univ
⊢ NormedSpace.exp d i = Complex.exp (d i)
```

Cause. The first message says that Lean finds no declaration called `Pi.exp_apply` under that name. The last `rw` was to use it to read off one entry of the exponential of the family `d`, so the step fails.

The second message is a consequence of the first: it shows the goal which that `rw` should have closed, `NormedSpace.exp d i = Complex.exp (d i)`. The earlier rewrites and the reduction to single factors had gone through.

This goal is just what `exp_family_apply`, proved earlier in the same file, states. The repair supplies `exp_family_apply d i` as the proof that the factors at `i` agree, and the failing `rw` is no longer needed. Putting this proof directly in place of the hole `?_`, and so changing `refine` to `exact`, is mere tidying: the `refine` line could have stayed, followed by `exact exp_family_apply d i`.

The change, after which it compiles:

```diff
@@ -25,6 +25,5 @@
     Matrix.trace_mul_cycle, Matrix.nonsing_inv_mul _ hdet, one_mul, Matrix.trace_diagonal,
     Complex.exp_sum]
-  refine Finset.prod_congr rfl fun i _ => ?_
-  rw [Pi.exp_apply, Complex.exp_eq_exp_ℂ]
+  exact Finset.prod_congr rfl fun i _ => exp_family_apply d i
 
 end
```
